# The single-mode bound for Hamiltonians with an eigenbasis

The single-mode bound limits an excitation energy by expectation values in the ground state alone. We state it with a double commutator, which contains products such as $AHA$. The Hamiltonian $H$ and the observable $A$ may both be unbounded, so we first choose a space on which these products make sense. We take a complex inner product space $V$ that both operators map into itself, and we do not require it to be complete. On $V$ both are symmetric: $\langle Hx,y\rangle=\langle x,Hy\rangle$ for all $x,y\in V$, and likewise for $A$.

Let $e_n\in V$ be orthonormal eigenstates, $He_n=E_ne_n$, whose finite linear combinations are dense in $V$. One of them, $e_o$, is the reference state; the letter $o$ is an index and plays the part of the usual $0$. All expectation values are taken in $e_o$, and $\mathrm{Var}(A)=\langle A^2\rangle-\langle A\rangle^2$. If $E_n\ge E_o+g$ for every $n\neq o$, then

$$g\,\mathrm{Var}(A)\le\tfrac12\langle[A,[H,A]]\rangle .$$

## Two sums over the same matrix elements

Write $A_{no}=\langle e_n,Ae_o\rangle$. Expanding the double commutator gives

$$[A,[H,A]]=2AHA-A^2H-HA^2 .$$

In $e_o$, the $H$ in each of the last two terms can act on the eigenstate and yields $E_o$. Moving one $A$ to the left-hand side of the inner product then gives

$$\tfrac12\langle[A,[H,A]]\rangle=\langle Ae_o,(H-E_o)Ae_o\rangle .$$

The component of $(H-E_o)Ae_o$ along $e_n$ is $(E_n-E_o)A_{no}$, because $H$ is symmetric. Parseval's identity turns the inner product into the energy-weighted sum rule

$$\tfrac12\langle[A,[H,A]]\rangle=\sum_n(E_n-E_o)|A_{no}|^2 .$$

For the variance, $\langle A^2\rangle=\|Ae_o\|^2=\sum_n|A_{no}|^2$ and $\langle A\rangle=A_{oo}$, which is real. Subtracting $\langle A\rangle^2$ removes the term $n=o$:

$$\mathrm{Var}(A)=\sum_{n\ne o}|A_{no}|^2 .$$

The term $n=o$ of the energy-weighted sum is zero, so

$$\tfrac12\langle[A,[H,A]]\rangle-g\,\mathrm{Var}(A)=\sum_{n\neq o}(E_n-E_o-g)|A_{no}|^2\ge0 .$$

Equality holds exactly when every term vanishes, that is, when $A$ couples $e_o$ to no other eigenstate except those at energy $E_o+g$.

Now drop the gap assumption and suppose $\mathrm{Var}(A)\ne0$. Put $\Delta=\langle[A,[H,A]]\rangle/(2\,\mathrm{Var}(A))$. If every $n\neq o$ had $E_n-E_o>\Delta$, then $\Delta$ would be an admissible $g$ with equality in the bound. All couplings $A_{no}$ with $n\neq o$ would then vanish, and so would the variance. Hence some $n\ne o$ has $E_n-E_o\le\Delta$.

## The density wave of a Bose liquid

Consider $N$ identical bosons of mass $m$ in a periodic box, with a smooth pair potential and a translation-invariant ground state. Take $A=\sum_j\cos(\mathbf k\cdot\mathbf r_j)$, with $\mathbf r_j$ the particle positions and $\mathbf k\ne0$ a wave vector allowed by the box. The potential commutes with $A$, and the kinetic energy gives

$$\tfrac12\langle[A,[H,A]]\rangle=\frac{\hbar^2k^2}{2m}\Big\langle\sum_j\sin^2(\mathbf k\cdot\mathbf r_j)\Big\rangle=\frac{\hbar^2k^2}{2m}\,\frac N2 .$$

The variance is $N S(k)/2$, where $S(k)$ is the static structure factor. The ratio is the Feynman-Bijl energy $\hbar^2k^2/(2mS(k))$. In a ground-state Monte Carlo simulation, $S(k)$ is accumulated from sampled configurations, and no excited state has to be computed.

Smooth periodic functions that are symmetric under exchange of the particles serve as $V$ here. For potentials with hard cores or Coulomb singularities, a space that contains the eigenstates and that $H$ and $A$ both preserve may not exist, and the theorems below then do not apply as stated. With hard cores, for example, $HAe_o$ does not in general vanish at contact, so it lies outside the domain of $H$.

## Operators on a common domain

The index type `ι` may be finite or infinite.

```lean
import Mathlib

open UniformSpace

namespace SingleModeBound

noncomputable section

variable {V ι : Type*} [NormedAddCommGroup V] [InnerProductSpace ℂ V]
```

Operators are linear maps from $V$ to itself, and multiplication is composition. Lean's inner product is conjugate-linear in its first argument. `expect` takes the real part of $\langle\psi,T\psi\rangle$, which for symmetric $T$ is the whole value; it is an expectation value when $\psi$ has norm one, as every `e n` has.

```lean
/-- The expectation value of a symmetric operator `T` in the normalised state `ψ`. -/
def expect (T : Module.End ℂ V) (ψ : V) : ℝ := (inner ℂ ψ (T ψ)).re

/-- The variance `⟨A²⟩ - ⟨A⟩²` of a symmetric operator `A` in the normalised state `ψ`. -/
def variance (A : Module.End ℂ V) (ψ : V) : ℝ := expect (A * A) ψ - expect A ψ ^ 2

/-- The double commutator `[A, [H, A]]`. -/
def doubleComm (A H : Module.End ℂ V) : Module.End ℂ V :=
  A * (H * A - A * H) - (H * A - A * H) * A
```

The next structure collects the assumptions on the spectrum. The energies are real and may repeat, and each index counts as a level of its own, so a gap $g>0$ makes $e_o$ non-degenerate. A free particle on the whole line, for example, has no normalisable eigenstates and so no such eigenbasis.

```lean
/-- The states `e n` are a complete orthonormal set of eigenstates of `H` with energies `E n`.
The space `V` is the common domain of the operators and need not be complete. -/
structure IsEigenbasis (H : Module.End ℂ V) (e : ι → V) (E : ι → ℝ) : Prop where
  orthonormal : Orthonormal ℂ e
  dense : Dense (Submodule.span ℂ (Set.range e) : Set V)
  eigen : ∀ n, H (e n) = (E n : ℂ) • e n
```

## Parseval's identity without completeness

Both sum rules are instances of one lemma. If $\langle e_n,y\rangle=c_n\langle e_n,x\rangle$ with real $c_n$, then $\mathrm{Re}\langle x,y\rangle=\sum_nc_n|\langle e_n,x\rangle|^2$. `HasSum` says that the series converges, in any order, to the stated value.

Mathlib provides Parseval's identity for a Hilbert basis of a complete space, so the proof embeds $V$ in its completion. The images of the $e_n$ stay orthonormal (`hv`), and their span is dense there (`hd`). The identity is applied to the images of $x$ and $y$, and real parts are taken term by term.

```lean
variable {H A : Module.End ℂ V} {e : ι → V} {E : ι → ℝ}

/-- If the components of `y` in the eigenbasis are real multiples `c n` of those of `x`, then
the real part of `⟨x, y⟩` is the sum of `c n |⟨e n, x⟩|²`. -/
theorem hasSum_overlap (hb : IsEigenbasis H e E) (x y : V) (c : ι → ℝ)
    (hc : ∀ n, inner ℂ (e n) y = (c n : ℂ) * inner ℂ (e n) x) :
    HasSum (fun n => c n * ‖inner ℂ (e n) x‖ ^ 2) (inner ℂ x y).re := by
  classical
  -- the eigenbasis becomes a Hilbert basis of the completion
  have hv : Orthonormal ℂ (fun n => (e n : Completion V)) := by
    rw [orthonormal_iff_ite]
    intro i j
    rw [Completion.inner_coe]
    exact orthonormal_iff_ite.mp hb.orthonormal i j
  have hd : Dense (Submodule.span ℂ
      (Set.range (fun n => (e n : Completion V))) : Set (Completion V)) := by
    refine (Completion.denseRange_coe.dense_image
      (Completion.continuous_coe V) hb.dense).mono ?_
    rintro _ ⟨z, hz, rfl⟩
    refine Submodule.span_induction
      (p := fun (z : V) _ => (z : Completion V) ∈ Submodule.span ℂ
        (Set.range (fun n => (e n : Completion V)))) ?_ ?_ ?_ ?_ hz
    · rintro _ ⟨n, rfl⟩
      exact Submodule.subset_span ⟨n, rfl⟩
    · rw [Completion.coe_zero]
      exact Submodule.zero_mem _
    · intro a b _ _ ha hb'
      rw [Completion.coe_add]
      exact Submodule.add_mem _ ha hb'
    · intro a b _ hb'
      rw [Completion.coe_smul]
      exact Submodule.smul_mem _ a hb'
  have h := (HilbertBasis.mk hv
    (Submodule.dense_iff_topologicalClosure_eq_top.mp hd).ge).hasSum_inner_mul_inner
      (x : Completion V) (y : Completion V)
  simp only [HilbertBasis.coe_mk, Completion.inner_coe] at h
  -- real parts of the Parseval series
  have hr := Complex.reCLM.hasSum h
  simp only [Complex.reCLM_apply] at hr
  convert hr using 1
  funext n
  rw [hc n, ← inner_conj_symm x (e n), Complex.sq_norm, Complex.normSq_apply]
  simp only [Complex.mul_re, Complex.mul_im, Complex.conj_re, Complex.conj_im,
    Complex.ofReal_re, Complex.ofReal_im]
  ring
```

## The energy-weighted sum rule

The first theorem is the reduction of the double commutator. `h1` moves $A$ across the inner product, `h2` lets $H$ act on the eigenstate to its left, and `ring` collects the four terms. If $\psi$ is normalised and $A\psi\ne0$, dividing half of either side by $\|A\psi\|^2$ gives the mean energy above $\varepsilon$ in the state $A\psi/\|A\psi\|$.

```lean
/-- For symmetric `H` and `A` and a vector `ψ` with `H ψ = ε ψ`, `ε` real, the real part of
`⟨ψ, [A, [H, A]] ψ⟩` is twice the real part of `⟨A ψ, (H - ε) A ψ⟩`. -/
theorem expect_doubleComm (hH : LinearMap.IsSymmetric H) (hA : LinearMap.IsSymmetric A)
    {ψ : V} {ε : ℝ} (hψ : H ψ = (ε : ℂ) • ψ) :
    expect (doubleComm A H) ψ = 2 * (inner ℂ (A ψ) (H (A ψ) - (ε : ℂ) • A ψ)).re := by
  have h1 : ∀ y, inner ℂ ψ (A y) = inner ℂ (A ψ) y := fun y => (hA ψ y).symm
  have h2 : ∀ y, inner ℂ ψ (H y) = (ε : ℂ) * inner ℂ ψ y := fun y => by
    rw [← hH ψ y, hψ, inner_smul_left, Complex.conj_ofReal]
  simp only [expect, doubleComm, LinearMap.sub_apply, Module.End.mul_apply, map_sub, hψ,
    map_smul, inner_sub_right, inner_smul_right, h1, h2, Complex.sub_re]
  ring
```

For the sum rule, `hasSum_overlap` is used with $x=Ae_o$, $y=(H-E_o)Ae_o$ and $c_n=E_n-E_o$. The rewriting at the end checks the components of $y$.

```lean
/-- Energy-weighted sum rule: for symmetric `H` and `A`, the sum of `(E n - E o) |A_no|²` over
the eigenbasis is half the expectation value of `[A, [H, A]]` in `e o`. -/
theorem energy_sum_rule (hH : LinearMap.IsSymmetric H) (hA : LinearMap.IsSymmetric A)
    (hb : IsEigenbasis H e E) (o : ι) :
    HasSum (fun n => (E n - E o) * ‖inner ℂ (e n) (A (e o))‖ ^ 2)
      (expect (doubleComm A H) (e o) / 2) := by
  rw [expect_doubleComm hH hA (hb.eigen o), mul_div_cancel_left₀ _ (two_ne_zero' ℝ)]
  refine hasSum_overlap hb _ _ (fun n => E n - E o) (fun n => ?_)
  rw [inner_sub_right, inner_smul_right, ← hH (e n), hb.eigen n, inner_smul_left,
    Complex.conj_ofReal, Complex.ofReal_sub]
  ring
```

## The variance as an unweighted sum

Here $x=Ae_o$ again, while $y=Ae_o-\langle A\rangle e_o$. The component of $y$ along $e_o$ is zero and the others are those of $x$, so $c_n$ is $0$ at $n=o$ and $1$ elsewhere. `hreal` records that $\langle A\rangle$ is real, and `hval` writes the variance as $\mathrm{Re}\langle x,y\rangle$.

```lean
open Classical in
/-- The variance of a symmetric `A` in the eigenstate `e o` is the sum of `|A_no|²` over all
the other eigenstates. -/
theorem variance_sum_rule (hA : LinearMap.IsSymmetric A) (hb : IsEigenbasis H e E) (o : ι) :
    HasSum (fun n => (if n = o then 0 else 1) * ‖inner ℂ (e n) (A (e o))‖ ^ 2)
      (variance A (e o)) := by
  have hreal : (expect A (e o) : ℂ) = inner ℂ (e o) (A (e o)) :=
    Complex.conj_eq_iff_re.mp (by rw [inner_conj_symm]; exact hA _ _)
  have hval : variance A (e o) =
      (inner ℂ (A (e o)) (A (e o) - (expect A (e o) : ℂ) • e o)).re := by
    rw [inner_sub_right, inner_smul_right, hA (e o) (e o), ← hreal, hA (e o) (A (e o)),
      Complex.sub_re, ← Complex.ofReal_mul, Complex.ofReal_re, variance, sq]
    rfl
  rw [hval]
  -- subtracting the mean removes exactly the component along `e o`
  refine hasSum_overlap hb _ _ (fun n => if n = o then 0 else 1) (fun n => ?_)
  rw [inner_sub_right, inner_smul_right, orthonormal_iff_ite.mp hb.orthonormal n o]
  by_cases h : n = o
  · subst h
    simp [hreal]
  · simp [h]
```

## The bound and its equality case

`hasSum_le` compares the two series term by term: at $n=o$ both terms are zero, and elsewhere the gap hypothesis `hg` is multiplied by $|A_{no}|^2\ge0$. The theorem puts no sign on $g$ and does not require $e_o$ to be the ground state; for an excited reference state with levels below it, $g$ is negative. If $e_o$ is the only level, `hg` is empty and both sides are zero.

```lean
/-- Single-mode bound: for symmetric `H` and `A`, if every other level lies at least `g` above
`E o`, then `g Var(A) ≤ ⟨[A, [H, A]]⟩ / 2` in the state `e o`. -/
theorem single_mode_bound (hH : LinearMap.IsSymmetric H) (hA : LinearMap.IsSymmetric A)
    (hb : IsEigenbasis H e E) (o : ι) (g : ℝ) (hg : ∀ n, n ≠ o → E o + g ≤ E n) :
    g * variance A (e o) ≤ expect (doubleComm A H) (e o) / 2 := by
  refine hasSum_le (fun n => ?_) ((variance_sum_rule hA hb o).mul_left g)
    (energy_sum_rule hH hA hb o)
  by_cases h : n = o
  · simp [h]
  · rw [if_neg h, one_mul]
    exact mul_le_mul_of_nonneg_right (by linarith [hg n h]) (sq_nonneg _)
```

In the equality theorem, the forward direction applies `le_hasSum` to the difference of the two series: a single non-negative term is at most the total, which is zero. If $E_n>E_o+g$, the factor multiplying $|A_{no}|^2$ is positive, so $A_{no}=0$. Conversely, if these couplings vanish, the two series agree term by term.

```lean
/-- Under the hypotheses of the single-mode bound, equality holds exactly when `A` does not
couple `e o` to any other eigenstate with energy different from `E o + g`. -/
theorem single_mode_bound_eq_iff (hH : LinearMap.IsSymmetric H)
    (hA : LinearMap.IsSymmetric A) (hb : IsEigenbasis H e E) (o : ι) (g : ℝ)
    (hg : ∀ n, n ≠ o → E o + g ≤ E n) :
    g * variance A (e o) = expect (doubleComm A H) (e o) / 2 ↔
      ∀ n, n ≠ o → E n ≠ E o + g → inner ℂ (e n) (A (e o)) = 0 := by
  have hE := energy_sum_rule hH hA hb o
  have hV := (variance_sum_rule hA hb o).mul_left g
  constructor
  · intro heq n hn hne
    -- a vanishing sum of non-negative terms has only vanishing terms
    have hle := le_hasSum (hE.sub hV) n (fun m _ => by
      by_cases h : m = o
      · simp [h]
      · rw [if_neg h, one_mul, ← sub_mul]
        exact mul_nonneg (by linarith [hg m h]) (sq_nonneg _))
    rw [if_neg hn, one_mul, ← sub_mul, heq, sub_self] at hle
    have hpos : 0 < E n - E o - g := by
      have := lt_of_le_of_ne (hg n hn) (Ne.symm hne)
      linarith
    by_contra hz
    have := mul_pos hpos (pow_pos (norm_pos_iff.mpr hz) 2)
    linarith
  · intro h
    rw [← hV.tsum_eq, ← hE.tsum_eq]
    refine tsum_congr (fun n => ?_)
    by_cases hn : n = o
    · simp [hn]
    · by_cases hne : E n = E o + g
      · simp [hn, hne]
      · simp [h n hn hne]
```

## A level at or below the Feynman-Bijl energy

The proof is the contradiction argument given above, with the ratio $\Delta$ used as the gap in `single_mode_bound_eq_iff`. All terms of the variance series are then zero, and uniqueness of the sum gives zero variance.

For a non-degenerate ground state, the theorem bounds the lowest excitation energy. It attaches no momentum to the level it finds, whereas the Feynman-Bijl formula for a liquid is read as an energy for each $\mathbf k$.

```lean
/-- For symmetric `H` and `A` and an eigenbasis `e` of `H`, if `A` has non-zero variance in `e o`,
some other level has `E n - E o` at most `⟨[A, [H, A]]⟩ / 2` divided by that variance. -/
theorem feynman_bijl (hH : LinearMap.IsSymmetric H) (hA : LinearMap.IsSymmetric A)
    (hb : IsEigenbasis H e E) (o : ι) (hv : variance A (e o) ≠ 0) :
    ∃ n, n ≠ o ∧ E n - E o ≤ expect (doubleComm A H) (e o) / 2 / variance A (e o) := by
  by_contra hcon
  have hlt : ∀ n, n ≠ o →
      expect (doubleComm A H) (e o) / 2 / variance A (e o) < E n - E o :=
    fun n hn => lt_of_not_ge (fun hle => hcon ⟨n, hn, hle⟩)
  -- otherwise the ratio is a gap that saturates the bound, and `A` couples to nothing
  have hz := (single_mode_bound_eq_iff hH hA hb o _
    (fun n hn => by linarith [hlt n hn])).mp (div_mul_cancel₀ _ hv)
  apply hv
  refine (variance_sum_rule hA hb o).unique ?_
  convert (hasSum_zero : HasSum (fun _ : ι => (0 : ℝ)) 0) using 1
  funext n
  by_cases hn : n = o
  · simp [hn]
  · simp [hz n hn (by linarith [hlt n hn])]
```

## Two levels and a flip

The smallest case with a non-zero variance has two states, with energies $0$ and $1$, and an operator that exchanges them.

```lean
/-- The two-level Hamiltonian with energies 0 and 1. -/
def twoLevel : Module.End ℂ (EuclideanSpace ℂ (Fin 2)) where
  toFun x := !₂[0, x 1]
  map_add' x y := by ext i; fin_cases i <;> simp
  map_smul' c x := by ext i; fin_cases i <;> simp

/-- The operator that exchanges the two levels. -/
def flip : Module.End ℂ (EuclideanSpace ℂ (Fin 2)) where
  toFun x := !₂[x 1, x 0]
  map_add' x y := by ext i; fin_cases i <;> simp
  map_smul' c x := by ext i; fin_cases i <;> simp
```

In the lower state $\langle A\rangle=0$ and $A^2=1$, so the variance is $1$. The only coupling is to the upper level, so the energy-weighted sum is $1\cdot1=1$, and the bound with $g=1$ is an equality. The last theorem confirms the symmetry of both operators, the eigenbasis and the value of the variance.

```lean
/-- The two-level Hamiltonian and the flip operator are symmetric, the standard basis is an
eigenbasis with energies 0 and 1, and the flip has variance 1 in the lower state. -/
theorem single_mode_witness :
    LinearMap.IsSymmetric twoLevel ∧ LinearMap.IsSymmetric flip ∧
      IsEigenbasis twoLevel (EuclideanSpace.basisFun (Fin 2) ℂ) ![0, 1] ∧
      variance flip (EuclideanSpace.basisFun (Fin 2) ℂ 0) = 1 := by
  refine ⟨fun x y => ?_, fun x y => ?_, ⟨?_, ?_, fun n => ?_⟩, ?_⟩
  · simp [twoLevel, PiLp.inner_apply, Fin.sum_univ_two]
  · simp [flip, PiLp.inner_apply, Fin.sum_univ_two, add_comm]
  · exact (EuclideanSpace.basisFun (Fin 2) ℂ).orthonormal
  · rw [← OrthonormalBasis.coe_toBasis, Module.Basis.span_eq]
    exact dense_univ
  · ext i
    fin_cases n <;> fin_cases i <;> simp [twoLevel]
  · simp [variance, expect, flip, PiLp.inner_apply]

end

end SingleModeBound
```

```lean
#print axioms SingleModeBound.single_mode_bound
#print axioms SingleModeBound.single_mode_bound_eq_iff
#print axioms SingleModeBound.feynman_bijl
```

```
'SingleModeBound.single_mode_bound' depends on axioms: [propext, Classical.choice, Quot.sound]
'SingleModeBound.single_mode_bound_eq_iff' depends on axioms: [propext, Classical.choice, Quot.sound]
'SingleModeBound.feynman_bijl' depends on axioms: [propext, Classical.choice, Quot.sound]
```
